# The energy window of a linearised orbital: where $x/(1+px^2)$ rises, falls and repeats

Let $\varphi$ be a normalised orbital with $H\varphi=\varepsilon\varphi$, taken from a family of solutions that exists at every nearby energy, such as the regular solution of the radial equation inside an atomic sphere with no boundary condition imposed at the surface. An eigenvector of a symmetric $H$ does not qualify, as shown below. Differentiating $(H-\varepsilon)\varphi=0$ with respect to energy gives $(H-\varepsilon)\dot\varphi=\varphi$ for the energy derivative $\dot\varphi$. Choose $\dot\varphi$ orthogonal to $\varphi$ and write $p=\langle\dot\varphi,\dot\varphi\rangle$, which has the dimension of an inverse energy squared. The trial orbital is $\varphi+x\dot\varphi$, the first-order expansion of the orbital at energy $\varepsilon+x$. Its energy quotient is shown to be $\varepsilon+f(x)$ with $f(x)=x/(1+px^2)$. The window of the title is the range $|x|\le1/\sqrt p$ on which $f$ increases. It is not a range of accuracy: at the edge $x=1/\sqrt p$ one has $f(x)=x/2$.

```lean
import Mathlib

open Set

namespace LinearisationWindow

noncomputable section
```

The first line loads the mathematical library Mathlib; the rest sets up names.

```lean
/-- The energy quotient of the trial orbital, relative to the linearisation energy, as a function of
the energy parameter `x` and the squared norm `p` of the energy derivative orbital. -/
def foldedEnergy (p x : ℝ) : ℝ := x / (1 + p * x ^ 2)
```

This defines $f(x)=x/(1+px^2)$ for real $p$ and $x$. Lean writes it `foldedEnergy p x`.

## Orbitals and their energy quotient

```lean
variable {E : Type*} [NormedAddCommGroup E] [InnerProductSpace ℝ E]

/-- The energy quotient `⟨χ, H χ⟩ / ⟨χ, χ⟩` of a trial orbital `χ`. -/
def energyQuotient (H : E →ₗ[ℝ] E) (χ : E) : ℝ := inner ℝ χ (H χ) / inner ℝ χ χ
```

The orbitals live in a real inner product space $E$ of any dimension, and `E →ₗ[ℝ] E` is the type of linear maps from $E$ to itself. The quotient is $\langle\chi,H\chi\rangle/\langle\chi,\chi\rangle$. Since $H$ acts on all of $E$, a differential operator fits only if $E$ is a function space that it maps into itself.

```lean
/-- A normalised orbital `φ` with `H φ = ε φ`, and a solution `φd` of the energy-derivative equation
`H φd = ε φd + φ`, orthogonal to `φ` and of squared norm `p`. -/
structure IsLinearisationPair (H : E →ₗ[ℝ] E) (ε : ℝ) (φ φd : E) (p : ℝ) : Prop where
  solves : H φ = ε • φ
  energyDeriv : H φd = ε • φd + φ
  normalised : inner ℝ φ φ = 1
  orthogonal : inner ℝ φ φd = 0
  derivNorm : inner ℝ φd φd = p
```

The five fields are the relations of the opening paragraph, with `φd` for $\dot\varphi$ and `•` for multiplication by a number. The derivative enters only through the equation it satisfies; no differentiation is carried out.

$H$ is not assumed symmetric, and it cannot be: the relations give $\langle\varphi,H\dot\varphi\rangle-\langle H\varphi,\dot\varphi\rangle=1$. Inside an atomic sphere this difference is the surface term left by integrating the kinetic energy by parts. The quotient is therefore a sphere contribution, and no variational bound on eigenvalues is implied.

```lean
/-- The energy derivative orbital has strictly positive squared norm. -/
theorem IsLinearisationPair.pos {H : E →ₗ[ℝ] E} {ε p : ℝ} {φ φd : E}
    (h : IsLinearisationPair H ε φ φd p) : 0 < p := by
  have hne : φd ≠ 0 := by
    intro h0
    have h1 := h.energyDeriv
    rw [h0, map_zero, smul_zero, zero_add] at h1
    have h2 := h.normalised
    rw [← h1, inner_zero_left] at h2
    exact zero_ne_one h2
  have hn : 0 < ‖φd‖ := norm_pos_iff.mpr hne
  rw [← h.derivNorm, real_inner_self_eq_norm_sq]
  positivity
```

If $\dot\varphi$ were zero, $(H-\varepsilon)\dot\varphi=\varphi$ would give $\varphi=0$, contradicting $\langle\varphi,\varphi\rangle=1$. Hence $p>0$. The proof derives `φd ≠ 0` in this way and then uses that a nonzero vector has positive norm.

```lean
/-- The trial orbital `φ + x φd` has energy `ε + x / (1 + p x²)`. -/
theorem energyQuotient_trial {H : E →ₗ[ℝ] E} {ε p : ℝ} {φ φd : E}
    (h : IsLinearisationPair H ε φ φd p) (x : ℝ) :
    energyQuotient H (φ + x • φd) = ε + foldedEnergy p x := by
  have hp := h.pos
  have ho : inner ℝ φd φ = 0 := by
    rw [real_inner_comm]
    exact h.orthogonal
  -- the overlap of the trial orbital with itself
  have hN : inner ℝ (φ + x • φd) (φ + x • φd) = 1 + p * x ^ 2 := by
    simp only [inner_add_left, inner_add_right, real_inner_smul_left, real_inner_smul_right,
      h.normalised, h.orthogonal, h.derivNorm, ho]
    ring
  -- `H - ε` turns the derivative part `x φd` into `x φ`
  have hH : H (φ + x • φd) = ε • (φ + x • φd) + x • φ := by
    rw [map_add, map_smul, h.solves, h.energyDeriv]
    module
  have hx : inner ℝ (φ + x • φd) (x • φ) = x := by
    simp only [inner_add_left, real_inner_smul_left, real_inner_smul_right, h.normalised, ho]
    ring
  have hne : 1 + p * x ^ 2 ≠ 0 := by positivity
  unfold energyQuotient foldedEnergy
  rw [hH, inner_add_right, real_inner_smul_right, hN, hx, add_div, mul_div_assoc,
    div_self hne, mul_one]
```

With $\chi=\varphi+x\dot\varphi$, orthogonality and normalisation give

$$\langle\chi,\chi\rangle=1+px^2,\qquad H\chi=\varepsilon\chi+x\varphi,\qquad \langle\chi,x\varphi\rangle=x.$$

Therefore

$$\frac{\langle\chi,H\chi\rangle}{\langle\chi,\chi\rangle}=\frac{\varepsilon(1+px^2)+x}{1+px^2}=\varepsilon+f(x).$$

The intermediate facts `hN`, `hH` and `hx` are the three displayed equations, in that order. The last `rw` substitutes them and divides.

## The sign of $1-pxy$

```lean
/-- For `p > 0`, the difference of two values of `foldedEnergy p` factorises, with the factor `1 - p
x y`. -/
theorem foldedEnergy_sub {p : ℝ} (hp : 0 < p) (x y : ℝ) :
    foldedEnergy p y - foldedEnergy p x =
      (y - x) * (1 - p * x * y) / ((1 + p * x ^ 2) * (1 + p * y ^ 2)) := by
  have hx : 1 + p * x ^ 2 ≠ 0 := by positivity
  have hy : 1 + p * y ^ 2 ≠ 0 := by positivity
  unfold foldedEnergy
  rw [div_sub_div _ _ hy hx, div_eq_div_iff (mul_ne_zero hy hx) (mul_ne_zero hx hy)]
  ring
```

Over the common denominator, the numerator of $f(y)-f(x)$ is

$$y(1+px^2)-x(1+py^2)=(y-x)-pxy(y-x)=(y-x)(1-pxy).$$

Both denominators are positive because $p>0$. Lean clears them, and `ring` checks the remaining polynomial identity.

```lean
/-- The window edge `1/√p` satisfies `p (1/√p)² = 1`. -/
theorem edge_sq {p : ℝ} (hp : 0 < p) : p * (1 / √p) ^ 2 = 1 := by
  rw [div_pow, one_pow, Real.sq_sqrt hp.le]
  exact mul_one_div_cancel hp.ne'
```

The edge of the window is $a=1/\sqrt p$, and $pa^2=1$.

```lean
/-- For `p > 0`, `foldedEnergy p x` increases strictly for `|x| ≤ 1/√p` and decreases strictly for
`x ≥ 1/√p`; two distinct parameters give the same energy exactly when `p x y = 1`. -/
theorem linearisation_window {p : ℝ} (hp : 0 < p) :
    StrictMonoOn (foldedEnergy p) {x | |x| ≤ 1 / √p} ∧
    StrictAntiOn (foldedEnergy p) (Ici (1 / √p)) ∧
    ∀ x y : ℝ, x ≠ y → (foldedEnergy p x = foldedEnergy p y ↔ p * x * y = 1) := by
  have ha : 0 < 1 / √p := one_div_pos.mpr (Real.sqrt_pos.mpr hp)
  have hsq := edge_sq hp
  generalize 1 / √p = a at ha hsq ⊢
  refine ⟨?_, ?_, ?_⟩
  · intro x hx y hy hxy
    have hx' : |x| ≤ a := hx
    have hy' : |y| ≤ a := hy
    obtain ⟨hx1, hx2⟩ := abs_le.mp hx'
    obtain ⟨hy1, hy2⟩ := abs_le.mp hy'
    -- inside the window `x y < a²`
    have h1 : 0 < (a - x) * (a + y) := mul_pos (by linarith) (by linarith)
    have h2 : 0 ≤ (a + x) * (a - y) := mul_nonneg (by linarith) (by linarith)
    have h3 : x * y < a ^ 2 := by nlinarith
    have h4 := mul_lt_mul_of_pos_left h3 hp
    rw [← sub_pos, foldedEnergy_sub hp]
    exact div_pos (mul_pos (by linarith) (by linarith)) (by positivity)
  · intro x hx y hy hxy
    have hx' : a ≤ x := hx
    -- beyond the edge `x y > a²`
    have h1 : 0 ≤ (x - a) * y := mul_nonneg (by linarith) (by linarith)
    have h2 : 0 < a * (y - a) := mul_pos ha (by linarith)
    have h3 : a ^ 2 < x * y := by nlinarith
    have h4 := mul_lt_mul_of_pos_left h3 hp
    rw [← sub_pos, foldedEnergy_sub hp]
    exact div_pos (mul_pos_of_neg_of_neg (by linarith) (by linarith)) (by positivity)
  · intro x y hxy
    have hd : (1 + p * x ^ 2) * (1 + p * y ^ 2) ≠ 0 := by positivity
    have hyx : y - x ≠ 0 := sub_ne_zero.mpr hxy.symm
    rw [eq_comm, ← sub_eq_zero, foldedEnergy_sub hp, div_eq_zero_iff, or_iff_left hd,
      mul_eq_zero, or_iff_right hyx, sub_eq_zero, eq_comm]
```

The theorem has three parts, joined by `∧`, for every $p>0$. `StrictMonoOn` says that $x<y$ implies $f(x)<f(y)$ for points of the given set, here $|x|\le a$. `StrictAntiOn` reverses the second inequality, on `Ici (1 / √p)`, the half-line $x\ge a$. The third part says that for $x\neq y$, $f(x)=f(y)$ holds exactly when $pxy=1$. Since $f(-x)=-f(x)$, the function also decreases for $x\le-a$; the theorem does not state this.

The proof replaces $1/\sqrt p$ by a letter $a$, keeping only $a>0$ and $pa^2=1$.

- **Inside the window.** Let $-a\le x<y\le a$. Then $(a-x)(a+y)>0$ and $(a+x)(a-y)\ge0$. Their sum is $2a^2-2xy$, so $xy<a^2$ and $pxy<1$. Both factors in the numerator of $f(y)-f(x)$ are positive, so $f(x)<f(y)$.
- **Beyond the edge.** Let $a\le x<y$. Then $(x-a)y\ge0$ and $a(y-a)>0$ add up to $xy-a^2>0$, so $pxy>1$. Now $f(x)-f(y)$ has the numerator $(x-y)(1-pxy)$, a product of two negative numbers, so $f(y)<f(x)$.
- **Equal energies.** The fraction for $f(y)-f(x)$ vanishes exactly when its numerator does. Since $y-x\ne0$, this means $pxy=1$.

In the first two parts `nlinarith` adds the two products `h1` and `h2`, and `h4` multiplies the result by $p$.

For a single linearised orbital with fixed $\varepsilon$ and $p$, the energy quotient therefore keeps the order of the parameters $x$ for $|x|\le1/\sqrt p$, while beyond the edge a larger $x$ gives a lower energy. Since $0<f(x)<1/(px)$ for $x>0$, the energy returns towards $\varepsilon$ as $x$ grows; the theorem does not state this limit. A linear augmented-wave calculation diagonalises a secular problem in many orbitals, which this one-parameter statement does not cover.

## The ceiling and the folded partner

```lean
/-- For `p > 0`, `foldedEnergy p x` never exceeds `1/(2√p)`. -/
theorem foldedEnergy_le {p : ℝ} (hp : 0 < p) (x : ℝ) :
    foldedEnergy p x ≤ 1 / (2 * √p) := by
  have hs : 0 < √p := Real.sqrt_pos.mpr hp
  have e : p * x ^ 2 = (√p * x) ^ 2 := by rw [mul_pow, Real.sq_sqrt hp.le]
  unfold foldedEnergy
  rw [div_le_div_iff₀ (by positivity) (by positivity), e]
  nlinarith [sq_nonneg (√p * x - 1)]
```

From $(\sqrt p\,x-1)^2\ge0$ we get $2\sqrt p\,x\le1+px^2$. Dividing by the positive number $2\sqrt p\,(1+px^2)$ gives $f(x)\le1/(2\sqrt p)$. The final `nlinarith` is given this square.

```lean
/-- Each nonzero parameter `x` inside the window shares its energy with exactly one other
parameter, `1/(p x)`, and that one lies outside the window. -/
theorem fold_back {p x : ℝ} (hp : 0 < p) (hx0 : x ≠ 0) (hx : |x| < 1 / √p) :
    (∀ y : ℝ, (y ≠ x ∧ foldedEnergy p y = foldedEnergy p x) ↔ y = 1 / (p * x)) ∧
    1 / √p < |1 / (p * x)| := by
  have hcoin := (linearisation_window hp).2.2
  have hsq := edge_sq hp
  have hpx : p * x ≠ 0 := mul_ne_zero hp.ne' hx0
  have hz : p * (1 / (p * x)) * x = 1 := by
    calc p * (1 / (p * x)) * x = (p * x) * (1 / (p * x)) := by ring
      _ = 1 := mul_one_div_cancel hpx
  have hxpos : 0 < |x| := abs_pos.mpr hx0
  -- a partner inside the window would make `p x y` smaller than one
  have hout : 1 / √p < |1 / (p * x)| := by
    by_contra hcon
    have h1 := mul_le_mul_of_nonneg_right (not_lt.mp hcon) hxpos.le
    have h2 := mul_lt_mul_of_pos_left hx (hxpos.trans hx)
    have h3 : 1 / (p * x) * x ≤ |1 / (p * x)| * |x| := by
      rw [← abs_mul]
      exact le_abs_self _
    have h4 : 1 / (p * x) * x < (1 / √p) ^ 2 := by
      rw [pow_two]
      exact (h3.trans h1).trans_lt h2
    have h5 := mul_lt_mul_of_pos_left h4 hp
    rw [hsq, ← mul_assoc, hz] at h5
    exact lt_irrefl _ h5
  refine ⟨fun y => ⟨?_, ?_⟩, hout⟩
  · rintro ⟨hne, he⟩
    have h1 := (hcoin y x hne).mp he
    rw [eq_div_iff hpx]
    linarith
  · intro hy
    have hne : y ≠ x := by
      intro hyx
      rw [← hy, hyx] at hout
      exact lt_asymm hx hout
    exact ⟨hne, (hcoin y x hne).mpr (by rw [hy]; exact hz)⟩
```

Let $0<|x|<a$. The first part says that a number $y$ is different from $x$ and has the same energy exactly when $y=1/(px)$. The second says that this partner satisfies $|y|>a$.

By hand, $pxy=1$ has the single solution $y=1/(px)$. If $|y|\le a$ held, then $xy\le|x||y|<a^2$ would give $pxy<1$, a contradiction. So $y$ lies outside the window, and in particular $y\ne x$. Lean proves the location first, as `hout`, because the converse direction of the equivalence needs $y\neq x$.

```lean
/-- Two trial orbitals `φ + x φd` and `φ + y φd` with `x ≠ y` have the same energy exactly
when `p x y = 1`. -/
theorem trial_energies_coincide_iff {H : E →ₗ[ℝ] E} {ε p : ℝ} {φ φd : E}
    (h : IsLinearisationPair H ε φ φd p) {x y : ℝ} (hxy : x ≠ y) :
    energyQuotient H (φ + x • φd) = energyQuotient H (φ + y • φd) ↔ p * x * y = 1 := by
  rw [energyQuotient_trial h, energyQuotient_trial h, add_right_inj]
  exact (linearisation_window h.pos).2.2 x y hxy
```

The criterion now applies to the orbitals themselves: for $x\ne y$, $\varphi+x\dot\varphi$ and $\varphi+y\dot\varphi$ have equal energy quotients exactly when $pxy=1$. The proof rewrites both quotients as $\varepsilon+f$ and cancels $\varepsilon$.

## A two-component example

```lean
/-- A two-component matrix, not symmetric and so not a physical Hamiltonian, with diagonal entries
`ε` and one coupling `1/2` from the second component to the first. -/
def modelHamiltonian (ε : ℝ) : EuclideanSpace ℝ (Fin 2) →ₗ[ℝ] EuclideanSpace ℝ (Fin 2) where
  toFun v := !₂[ε * v 0 + v 1 / 2, ε * v 1]
  map_add' v w := by
    ext i
    fin_cases i <;> simp <;> ring
  map_smul' c v := by
    ext i
    fin_cases i <;> simp <;> ring
```

This is the matrix

$$H=\begin{pmatrix}\varepsilon&1/2\\0&\varepsilon\end{pmatrix}.$$

It is not symmetric, so it is not the Hamiltonian of a physical two-level system; it serves only to show that the five relations can hold together. The two `map_` fields verify linearity component by component.

```lean
/-- In the two-component model the vectors `(1, 0)` and `(0, 2)` form a linearisation pair
with `p = 4`. -/
theorem isLinearisationPair_witness (ε : ℝ) :
    IsLinearisationPair (modelHamiltonian ε) ε !₂[1, 0] !₂[0, 2] 4 where
  solves := by
    ext i
    fin_cases i <;> simp [modelHamiltonian]
  energyDeriv := by
    ext i
    fin_cases i <;> simp [modelHamiltonian]
  normalised := by
    rw [PiLp.inner_apply, Fin.sum_univ_two]
    norm_num
  orthogonal := by
    rw [PiLp.inner_apply, Fin.sum_univ_two]
    norm_num
  derivNorm := by
    rw [PiLp.inner_apply, Fin.sum_univ_two]
    norm_num

end

end LinearisationWindow
```

Take $\varphi=(1,0)$ and $\dot\varphi=(0,2)$. Then $H\varphi=\varepsilon\varphi$ and $H\dot\varphi=(1,2\varepsilon)=\varepsilon\dot\varphi+\varphi$. The vectors are orthogonal, $\varphi$ has norm one, and $p=4$, which puts the window edge at $1/2$. The five relations are thus consistent for every real $\varepsilon$.

```lean
#print axioms LinearisationWindow.linearisation_window
#print axioms LinearisationWindow.foldedEnergy_le
#print axioms LinearisationWindow.fold_back
#print axioms LinearisationWindow.trial_energies_coincide_iff
```

```
'LinearisationWindow.linearisation_window' depends on axioms: [propext, Classical.choice, Quot.sound]
'LinearisationWindow.foldedEnergy_le' depends on axioms: [propext, Classical.choice, Quot.sound]
'LinearisationWindow.fold_back' depends on axioms: [propext, Classical.choice, Quot.sound]
'LinearisationWindow.trial_energies_coincide_iff' depends on axioms: [propext, Classical.choice, Quot.sound]
```
